# Real two-electron integral arrays on n basis functions have n(n+1)(n²+n+2)/8 independent entries under eightfold symmetry

A Hartree–Fock calculation with $n$ real basis functions $\varphi_p$ needs the repulsion between the charge distributions $\varphi_p\varphi_q$ and $\varphi_r\varphi_s$ for all choices of the four indices. That makes $n^4$ integrals $(pq|rs)$, many of them equal by permutation of the indices. An integral with four different indices has eight equivalent index orders, but one with $p=q$, $r=s$ or $\{p,q\}=\{r,s\}$ has fewer, so dividing $n^4$ by eight gives the wrong count. How many independent numbers remain?

```lean
import Mathlib

open MeasureTheory

namespace IntegralSymmetry

noncomputable section

variable {ι : Type*}
```

The type `ι` is the set of basis-function labels. It may be infinite until the final count.

## The three exchanges

```lean
/-- Eightfold permutation symmetry of a real four-index array `(pq|rs)`: exchange within the
first pair, exchange within the second pair, and exchange of the two pairs. -/
def IsEightfold (g : ι → ι → ι → ι → ℝ) : Prop :=
  ∀ p q r s, g p q r s = g q p r s ∧ g p q r s = g p q s r ∧ g p q r s = g r s p q
```

An array $g$ assigns a real number to four indices. `IsEightfold g` says that, for all $p,q,r,s$,
$$g_{pqrs}=g_{qprs},\qquad g_{pqrs}=g_{pqsr},\qquad g_{pqrs}=g_{rspq}.$$
Later proofs select these equations, in this order, by `.1`, `.2.1` and `.2.2`.

```lean
/-- The two-electron integral `(pq|rs)` of real orbitals `φ` with interaction kernel `w`. -/
def repulsion {X : Type*} [MeasurableSpace X] (μ : Measure X) (w : X → X → ℝ)
    (φ : ι → X → ℝ) (p q r s : ι) : ℝ :=
  ∫ x, ∫ y, φ p x * φ q x * w x y * (φ r y * φ s y) ∂μ ∂μ
```

This is the integral in charge-density order,
$$(pq|rs)=\int\!\!\int \varphi_p(x)\varphi_q(x)\,w(x,y)\,\varphi_r(y)\varphi_s(y)\,d\mu(y)\,d\mu(x),$$
where $X$ is the one-electron configuration space, $\mu$ its measure and $w$ the interaction kernel.

```lean
/-- Two-electron integrals of real orbitals have eightfold symmetry if the interaction is
symmetric in the two electrons and all integrands are integrable over both electrons
(for an s-finite measure). -/
theorem repulsion_isEightfold {X : Type*} [MeasurableSpace X] (μ : Measure X) [SFinite μ]
    (w : X → X → ℝ) (φ : ι → X → ℝ) (hw : ∀ x y, w x y = w y x)
    (hint : ∀ p q r s, Integrable (fun z : X × X =>
      φ p z.1 * φ q z.1 * w z.1 z.2 * (φ r z.2 * φ s z.2)) (μ.prod μ)) :
    IsEightfold (repulsion μ w φ) := by
  intro p q r s
  unfold repulsion
  refine ⟨?_, ?_, ?_⟩
  · congr 1; funext x; congr 1; funext y; ring
  · congr 1; funext x; congr 1; funext y; ring
  · -- Fubini exchanges the two electrons
    refine (integral_integral_swap
      (f := fun x y => φ p x * φ q x * w x y * (φ r y * φ s y)) (hint p q r s)).trans ?_
    congr 1; funext x; congr 1; funext y
    show φ p y * φ q y * w y x * (φ r x * φ s x) = φ r x * φ s x * w x y * (φ p y * φ q y)
    rw [hw x y]; ring
```

The hypothesis `hw` says that the interaction treats the two electrons alike. The hypothesis `hint` says that each repulsion integral converges absolutely over both electrons; it is assumed here, not derived for a particular basis or kernel. `SFinite` is a mild condition on the measure, satisfied by ordinary volume.

The exchanges within a pair only reorder real factors, which `ring` confirms. For the exchange of pairs, Fubini's theorem swaps the order of integration. Renaming $x\leftrightarrow y$ then gives
$$(pq|rs)=\int\!\!\int \varphi_p(y)\varphi_q(y)\,w(y,x)\,\varphi_r(x)\varphi_s(x)\,d\mu(y)\,d\mu(x),$$
and $w(y,x)=w(x,y)$ turns this into $(rs|pq)$. In Lean these steps are `integral_integral_swap` and `rw [hw x y]`.

## From arrays to compound labels and back

```lean
/-- The four-index array read off from a function of compound labels `{{p,q},{r,s}}`. -/
def unpack (F : Sym2 (Sym2 ι) → ℝ) : ι → ι → ι → ι → ℝ :=
  fun p q r s => F s(s(p, q), s(r, s))
```

`Sym2 ι` is the type of unordered pairs, with equal members allowed. Its element $\{p,q\}$ is written `s(p, q)`; this `s` is notation, not the fourth index. An element of `Sym2 (Sym2 ι)` is a compound label $\{\{p,q\},\{r,s\}\}$. Given a function $F$ of such labels, `unpack` defines $g_{pqrs}=F(\{\{p,q\},\{r,s\}\})$.

```lean
/-- Every array read off from compound labels has eightfold symmetry. -/
theorem unpack_isEightfold (F : Sym2 (Sym2 ι) → ℝ) : IsEightfold (unpack F) := by
  intro p q r s
  have e : ∀ a b : ι, s(a, b) = s(b, a) := fun _ _ => Sym2.eq_swap
  refine ⟨?_, ?_, congrArg F Sym2.eq_swap⟩
  · show F s(s(p, q), s(r, s)) = F s(s(q, p), s(r, s))
    rw [e p q]
  · show F s(s(p, q), s(r, s)) = F s(s(p, q), s(s, r))
    rw [e r s]
```

Each of the three exchanges leaves the compound label unchanged, so it leaves the value of $F$ unchanged. `Sym2.eq_swap` supplies $\{a,b\}=\{b,a\}$.

```lean
/-- A symmetric array as a function of two unordered index pairs. -/
def braKet (g : ι → ι → ι → ι → ℝ) (h : IsEightfold g) : Sym2 ι → Sym2 ι → ℝ :=
  Sym2.lift ⟨fun p q => Sym2.lift ⟨fun r s => g p q r s, fun r s => (h p q r s).2.1⟩, by
    intro p q
    funext b
    induction b using Sym2.ind with
    | _ r s => exact (h p q r s).1⟩
```

In the other direction, `Sym2.lift` turns a function of two arguments into a function of an unordered pair, once its symmetry has been proved. The inner lift uses $g_{pqrs}=g_{pqsr}$, the outer one $g_{pqrs}=g_{qprs}$.

```lean
/-- A symmetric array as a function of compound labels `{{p,q},{r,s}}`. -/
def pack (g : ι → ι → ι → ι → ℝ) (h : IsEightfold g) : Sym2 (Sym2 ι) → ℝ :=
  Sym2.lift ⟨braKet g h, by
    intro a b
    induction a using Sym2.ind with
    | _ p q =>
      induction b using Sym2.ind with
      | _ r s => exact (h p q r s).2.2⟩
```

A third lift, justified by $g_{pqrs}=g_{rspq}$, makes the two pairs unordered as well. The result is a function of compound labels whose value at $\{\{p,q\},\{r,s\}\}$ is $g_{pqrs}$.

```lean
/-- Functions of compound labels are equal if they agree on every label `{{p,q},{r,s}}`. -/
theorem label_ext {F G : Sym2 (Sym2 ι) → ℝ}
    (h : ∀ p q r s, F s(s(p, q), s(r, s)) = G s(s(p, q), s(r, s))) : F = G := by
  funext x
  induction x using Sym2.ind with
  | _ a b =>
    induction a using Sym2.ind with
    | _ p q =>
      induction b using Sym2.ind with
      | _ r s => exact h p q r s
```

Every compound label can be written as $\{\{p,q\},\{r,s\}\}$ for some indices. Two functions that agree on all such expressions are therefore equal. `Sym2.ind` chooses the representatives.

```lean
/-- An array has eightfold symmetry exactly when it is read off from one and only one function
on unordered pairs of unordered index pairs. -/
theorem isEightfold_iff_existsUnique (g : ι → ι → ι → ι → ℝ) :
    IsEightfold g ↔ ∃! F : Sym2 (Sym2 ι) → ℝ, g = unpack F := by
  constructor
  · intro h
    refine ⟨pack g h, rfl, fun F hF => label_ext fun p q r s => ?_⟩
    exact (congrFun (congrFun (congrFun (congrFun hF p) q) r) s).symm
  · rintro ⟨F, hF, -⟩
    have hg : g = unpack F := hF
    rw [hg]
    exact unpack_isEightfold F
```

The symbol `∃!` means "there is exactly one". If $g$ is symmetric, `pack g h` is a function that reproduces it. Any other such $F$ must take the value $g_{pqrs}$ at $\{\{p,q\},\{r,s\}\}$, so `label_ext` makes it the same function. Conversely, an array read off from some $F$ is symmetric by `unpack_isEightfold`.

## Which entries must coincide

```lean
/-- Two entries coincide in every array with eightfold symmetry exactly when their compound
labels are the same. -/
theorem forced_equal_iff (p q r s p' q' r' s' : ι) :
    (∀ g : ι → ι → ι → ι → ℝ, IsEightfold g → g p q r s = g p' q' r' s') ↔
      s(s(p, q), s(r, s)) = s(s(p', q'), s(r', s')) := by
  classical
  constructor
  · intro h
    by_contra hne
    -- the indicator of the first label separates the two entries
    let F : Sym2 (Sym2 ι) → ℝ := fun x => if x = s(s(p, q), s(r, s)) then 1 else 0
    have h1 := h (unpack F) (unpack_isEightfold F)
    have h2 : F s(s(p, q), s(r, s)) = 1 := if_pos rfl
    have h3 : F s(s(p', q'), s(r', s')) = 0 := if_neg (Ne.symm hne)
    exact one_ne_zero (h2.symm.trans (h1.trans h3))
  · intro e g h
    exact congrArg (pack g h) e
```

If two entries have the same compound label, they are the same value of `pack g h`. If their labels differ, let $F$ be 1 on the first label and 0 elsewhere. The symmetric array `unpack F` then has the entries 1 and 0 at the two positions, so they are not forced to be equal. The three exchanges thus imply no further coincidences, although the integrals of a particular molecule may have some, for instance from its spatial symmetry.

```lean
/-- For linearly ordered labels, an array with eightfold symmetry is determined by its entries with
`q ≤ p`, `s ≤ r` and `(r,s)` not after `(p,q)` in lexicographic order. -/
theorem eq_of_canonical [LinearOrder ι] {f g : ι → ι → ι → ι → ℝ}
    (hf : IsEightfold f) (hg : IsEightfold g)
    (H : ∀ p q r s, q ≤ p → s ≤ r → toLex (r, s) ≤ toLex (p, q) →
      f p q r s = g p q r s) : f = g := by
  -- remove the three ordering restrictions one after another
  have h1 : ∀ p q r s, q ≤ p → s ≤ r → f p q r s = g p q r s := by
    intro p q r s hq hs
    rcases le_total (toLex (r, s)) (toLex (p, q)) with h | h
    · exact H p q r s hq hs h
    · exact (hf p q r s).2.2.trans ((H r s p q hs hq h).trans (hg p q r s).2.2.symm)
  have h2 : ∀ p q r s, q ≤ p → f p q r s = g p q r s := by
    intro p q r s hq
    rcases le_total s r with h | h
    · exact h1 p q r s hq h
    · exact (hf p q r s).2.1.trans ((h1 p q s r hq h).trans (hg p q r s).2.1.symm)
  funext p q r s
  rcases le_total q p with h | h
  · exact h2 p q r s h
  · exact (hf p q r s).1.trans ((h2 q p r s h).trans (hg p q r s).1.symm)
```

For storage, order the basis functions and keep the entries with $q\le p$, $s\le r$ and $(r,s)\le(p,q)$. The last comparison is lexicographic: $r<p$, or $r=p$ and $s\le q$. The theorem says that two symmetric arrays agreeing on these entries agree everywhere.

To see this, take any four indices. If $q>p$, exchange the first two; if $s>r$, exchange the last two; if the pairs are then in the wrong order, exchange them. Each exchange preserves the values of both arrays. The proof lifts the restrictions in reverse: `h1` removes the lexicographic condition, `h2` removes $s\le r$, and the last lines remove $q\le p$.

## Counting the independent integrals

```lean
/-- The real vector space of four-index arrays with eightfold symmetry. -/
def eightfoldArrays (ι : Type*) : Submodule ℝ (ι → ι → ι → ι → ℝ) where
  carrier := {g | IsEightfold g}
  zero_mem' := fun _ _ _ _ => ⟨rfl, rfl, rfl⟩
  add_mem' := by
    intro a b ha hb p q r s
    obtain ⟨a1, a2, a3⟩ := ha p q r s
    obtain ⟨b1, b2, b3⟩ := hb p q r s
    exact ⟨congrArg₂ (· + ·) a1 b1, congrArg₂ (· + ·) a2 b2, congrArg₂ (· + ·) a3 b3⟩
  smul_mem' := by
    intro c a ha p q r s
    obtain ⟨a1, a2, a3⟩ := ha p q r s
    exact ⟨congrArg (c • ·) a1, congrArg (c • ·) a2, congrArg (c • ·) a3⟩
```

Sums and real multiples of symmetric arrays are symmetric, so these arrays form a real vector space. Its dimension is what "number of independent integrals" means here.

```lean
/-- The linear bijection between symmetric arrays and functions of compound labels. -/
def packing (ι : Type*) : eightfoldArrays ι ≃ₗ[ℝ] (Sym2 (Sym2 ι) → ℝ) where
  toFun g := pack g.1 g.2
  map_add' _ _ := label_ext fun _ _ _ _ => rfl
  map_smul' _ _ := label_ext fun _ _ _ _ => rfl
  invFun F := ⟨unpack F, unpack_isEightfold F⟩
  left_inv _ := rfl
  right_inv _ := label_ext fun _ _ _ _ => rfl
```

`≃ₗ[ℝ]` denotes an invertible real-linear map. Packing and unpacking undo each other, and both preserve sums and multiples because they only relabel entries.

```lean
/-- The number `n(n+1)/2`. -/
def pairCount (n : ℕ) : ℕ := n * (n + 1) / 2
```

In natural numbers `/` discards a remainder. Here there is none, since one of $n$ and $n+1$ is even.

```lean
/-- A set of `n` objects has `n(n+1)/2` unordered pairs, repetition allowed. -/
theorem card_pairs (α : Type*) [Fintype α] [DecidableEq α] :
    Fintype.card (Sym2 α) = pairCount (Fintype.card α) := by
  rw [Sym2.card, Nat.choose_two_right, pairCount, Nat.add_sub_cancel, Nat.mul_comm]
```

Among $n$ objects there are $n$ pairs with equal members and $n(n-1)/2$ with different members, together $n(n+1)/2$. Lean obtains this number from the binomial coefficient $\binom{n+1}{2}$.

```lean
/-- For `n` basis functions the space of arrays with eightfold symmetry has dimension
`M(M+1)/2` with `M = n(n+1)/2`, and this number equals `n(n+1)(n²+n+2)/8`. -/
theorem number_of_independent_integrals (n : ℕ) :
    Module.finrank ℝ (eightfoldArrays (Fin n)) = pairCount (pairCount n) ∧
      pairCount (pairCount n) = n * (n + 1) * (n ^ 2 + n + 2) / 8 := by
  constructor
  · rw [(packing (Fin n)).finrank_eq, Module.finrank_fintype_fun_eq_card, card_pairs,
      card_pairs, Fintype.card_fin]
  · -- both halvings are exact, since k(k+1) is even
    have two_mul_count : ∀ k, 2 * pairCount k = k * (k + 1) := fun k =>
      Nat.mul_div_cancel' (Nat.even_mul_succ_self k).two_dvd
    have h : n * (n + 1) * (n ^ 2 + n + 2) = 8 * pairCount (pairCount n) := by
      calc n * (n + 1) * (n ^ 2 + n + 2)
          = (2 * pairCount n) * (2 * pairCount n + 2) := by rw [two_mul_count n]; ring
        _ = 4 * (pairCount n * (pairCount n + 1)) := by ring
        _ = 8 * pairCount (pairCount n) := by rw [← two_mul_count (pairCount n)]; ring
    rw [h, Nat.mul_div_cancel_left _ (by norm_num)]

end

end IntegralSymmetry
```

`Fin n` is a set of $n$ labels, and `Module.finrank` is the dimension. By `packing`, the space has the same dimension as the space of functions on compound labels, which is the number of those labels. Counting pairs once gives $M=n(n+1)/2$; counting pairs of pairs gives $M(M+1)/2$.

For the closed formula, insert $2M=n(n+1)$:
$$n(n+1)(n^2+n+2)=2M(2M+2)=4M(M+1)=8\cdot\frac{M(M+1)}{2}.$$
The `calc` block has these steps, and division by 8 is exact.

For $n=2$, this leaves 6 independent numbers out of 16 entries. In a Hartree–Fock program with a finite real basis, the formula gives the length of a packed integral list that uses permutation symmetry alone, before any screening of small integrals.

```lean
#print axioms IntegralSymmetry.isEightfold_iff_existsUnique
#print axioms IntegralSymmetry.forced_equal_iff
#print axioms IntegralSymmetry.eq_of_canonical
#print axioms IntegralSymmetry.number_of_independent_integrals
```

```
'IntegralSymmetry.isEightfold_iff_existsUnique' depends on axioms: [propext, Classical.choice, Quot.sound]
'IntegralSymmetry.forced_equal_iff' depends on axioms: [propext, Classical.choice, Quot.sound]
'IntegralSymmetry.eq_of_canonical' depends on axioms: [propext, Classical.choice, Quot.sound]
'IntegralSymmetry.number_of_independent_integrals' depends on axioms: [propext, Classical.choice, Quot.sound]
```
